# Two particles in a harmonic trap at unitarity: polynomial-Gaussian levels $E = 2n + \tfrac12$

## Question

Take the relative motion of two particles in an isotropic harmonic trap, with lengths in units of $\sqrt{\hbar/\mu\omega}$ ($\mu$ the reduced mass, $\omega$ the trap frequency) and the energy $E$ in units of $\hbar\omega$. For an s-wave state $\psi = u(r)/r$, with $r$ the distance between the particles, the radial equation is
$$-\tfrac12 u''(r) + \tfrac12 r^2 u(r) = E\,u(r), \qquad r > 0 .$$
A contact interaction with scattering length $a$ enters only through $u \propto 1 - r/a$ near the origin, that is $u'(0) = -u(0)/a$. Unitarity ($1/a = 0$) means $u'(0) = 0$, and no interaction means $u(0) = 0$.

The claim is that a solution $u = P(r)\,e^{-r^2/2}$ with a nonzero real polynomial $P$ exists at unitarity exactly when $E = 2n + \tfrac12$, and without interaction exactly when $E = 2n + \tfrac32$, for $n = 0, 1, 2, \dots$ How can this be stated and proved in Lean 4 with Mathlib, and does the same ansatz give anything at finite nonzero $a$?

## Answer

### Modelling choices

The unknown is a polynomial `P : ℝ[X]`, $P = \sum_k c_k r^k$. The indeterminate `X` stands for $r$, `P.coeff k` is $c_k$, and `P.natDegree` is the degree $N$. The function `radial P` is $u(r) = P(r)e^{-r^2/2}$. It is defined on all of $\mathbb R$ and smooth there, so Mathlib's two-sided `deriv` at $0$ agrees with the one-sided derivative that the boundary condition needs. `Solves E P` imposes the differential equation, with $u''$ written as `deriv (deriv (radial P))`, only at $r > 0$. Since $e^{-r^2/2}$ never vanishes, `P ≠ 0` excludes exactly $u \equiv 0$.

The three final theorems read as follows.

- `unitary_spectrum`: for real $E$, a nonzero $P$ with `Solves E P` and `deriv (radial P) 0 = 0` exists if and only if $E = 2n + \tfrac12$ for some `n : ℕ`, where $n = 0$ is included.
- `free_spectrum`: the same with `radial P 0 = 0` and $E = 2n + \tfrac32$.
- `finite_scattering_length`: for real $a \ne 0$ and any real $E$, a solution with $u'(0) = -u(0)/a$ has $P = 0$.

The hypothesis `ha : a ≠ 0` matters because Lean evaluates $x/0$ as $0$: at $a = 0$ the condition would read $u'(0) = 0$, which $P = 1$ meets at $E = \tfrac12$.

The form polynomial times Gaussian is assumed. The theorems do not say that every square-integrable solution has this form, and despite the word "spectrum" in their names they involve no Hilbert space, operator domain, multiplicity or completeness. The third theorem says that the ansatz fails at finite nonzero $a$ (the value $a = 0$ is the non-interacting case $u(0) = 0$, where it succeeds), which is different from saying that there are no bound levels. The separation of the centre of mass and the reduction to the s wave come before the formal statement. The levels $2n + \tfrac12$ are an exact reference for two-body calculations on trapped particles at unitarity, within a model of two particles, zero range and an isotropic trap, and for $E$ the relative energy only.

### Derivation by hand

Write $g(r) = e^{-r^2/2}$, so that $g' = -rg$.

*Derivatives.* The product rule gives $u' = (P' - rP)\,g$. At $r = 0$ this yields $u(0) = c_0$ and $u'(0) = c_1$. Applying the same rule to the prefactor $P' - rP$,
$$u'' = \big[(P'' - P - rP') - r(P' - rP)\big] g = \big[P'' - 2rP' + (r^2 - 1)P\big] g .$$

*Polynomial equation.* Define $L_E P = P'' - 2rP' + (2E - 1)P$. The $r^2$ terms cancel and
$$-\tfrac12 u'' + \tfrac12 r^2 u - Eu = -\tfrac12 (L_E P)\, g .$$
Since $g \neq 0$, the radial equation holds on $r > 0$ if and only if $L_E P$ vanishes there. A polynomial with infinitely many roots is zero, so the condition is $L_E P = 0$.

*Recurrence.* The coefficient of $r^k$ in $L_E P$ is $(k+1)(k+2)c_{k+2} - 2k c_k + (2E-1)c_k$, hence
$$(k+1)(k+2)\,c_{k+2} = (2k + 1 - 2E)\,c_k, \qquad k \ge 0 .$$

*Necessity.* Let $P \ne 0$ have degree $N$. At $k = N$ we have $c_{N+2} = 0$ and $c_N \ne 0$, so $E = N + \tfrac12$. Because $(k+1)(k+2) > 0$, a vanishing $c_j$ forces $c_{j+2} = c_{j+4} = \dots = 0$. If $c_1 = 0$ all odd coefficients vanish, so $N = 2n$ and $E = 2n + \tfrac12$. If $c_0 = 0$ all even ones vanish, so $N = 2n + 1$ and $E = 2n + \tfrac32$.

*Existence.* Define $RP = P' - 2rP$; then $(RP)\,g = u' - ru$, which is $-\sqrt2$ times the creation operator $(r - d/dr)/\sqrt2$ acting on $u$. Expanding, both $L_{E+1}RP$ and $R\,L_E P$ equal
$$P''' - 4rP'' + (4r^2 + 2E - 3)P' + (2 - 4E)\,rP ,$$
so $R$ takes a solution at $E$ to a solution at $E + 1$. The constant coefficient of $RP$ is $c_1$. Its linear coefficient is $2c_2 - 2c_0$, and the recurrence at $k = 0$, $2c_2 = (1 - 2E)c_0$, turns this into $-(2E+1)c_0$. Start from $P = 1$ at $E = \tfrac12$, with $(c_0, c_1) = (1, 0)$. For $E > 0$ and $c_0 \neq 0$,
$$(c_0, 0) \mapsto \big(0, -(2E+1)c_0\big) \mapsto \big(-(2E+1)c_0, 0\big).$$
An even number of steps gives a nonzero solution with $u'(0) = 0$ at each $E = 2n + \tfrac12$, and one further step gives a nonzero solution with $u(0) = 0$ at $2n + \tfrac32$.

*Finite nonzero $a$.* Suppose $P \neq 0$, so that $E = N + \tfrac12$ and the factor in the recurrence is $2(k - N)$. If $j + N$ is odd, this factor is nonzero at every $k = j + 2m$, so $c_j \ne 0$ would give $c_{j+2m} \neq 0$ for all $m \ge 0$, which is impossible beyond the degree. Hence $c_j = 0$. The boundary condition is $a c_1 = -c_0$. For even $N$, $c_1 = 0$ gives $c_0 = 0$, which forces $N$ odd. For odd $N$, $c_0 = 0$ and $a \ne 0$ give $c_1 = 0$, which forces $N$ even. Both cases are contradictions.

### The file

```lean
import Mathlib

open Polynomial

namespace UnitaryTrap

noncomputable section

/-- The s-wave radial function `u(r) = P(r) exp(-r²/2)` built on a real polynomial `P`. -/
def radial (P : ℝ[X]) (r : ℝ) : ℝ := P.eval r * Real.exp (-r ^ 2 / 2)

/-- The radial function solves `-u''/2 + r² u/2 = E u` at every `r > 0`. -/
def Solves (E : ℝ) (P : ℝ[X]) : Prop :=
  ∀ r : ℝ, 0 < r →
    -(deriv (deriv (radial P)) r) / 2 + r ^ 2 * radial P r / 2 = E * radial P r

/-- The polynomial `P'' - 2 r P' + (2E - 1) P`. -/
def hermiteOp (E : ℝ) (P : ℝ[X]) : ℝ[X] :=
  derivative (derivative P) - C 2 * (X * derivative P) + C (2 * E - 1) * P

/-- The raising map `P ↦ P' - 2 r P` on the polynomial prefactor. -/
def raise (P : ℝ[X]) : ℝ[X] := derivative P - C 2 * (X * P)

/-- The derivative of `P exp(-r²/2)` is `(P' - r P) exp(-r²/2)`. -/
theorem deriv_radial (P : ℝ[X]) : deriv (radial P) = radial (derivative P - X * P) := by
  funext r
  have h1 : HasDerivAt (fun r : ℝ => -r ^ 2 / 2) (-r) r :=
    ((hasDerivAt_pow 2 r).fun_neg.div_const 2).congr_deriv
      (by ring1)
  have h2 : HasDerivAt (radial P) (radial (derivative P - X * P) r) r :=
    ((P.hasDerivAt r).fun_mul h1.exp).congr_deriv
      (by simp only [radial, eval_sub, eval_mul, eval_X]; ring)
  exact h2.deriv

/-- At the origin `u(0)` is the constant and `u'(0)` the linear coefficient of `P`. -/
theorem boundary_values (P : ℝ[X]) :
    radial P 0 = P.coeff 0 ∧ deriv (radial P) 0 = P.coeff 1 := by
  have h : eval 0 (derivative P) = P.coeff 1 := by
    rw [← coeff_zero_eq_eval_zero, coeff_derivative]
    simp
  refine ⟨by simp [radial, coeff_zero_eq_eval_zero], ?_⟩
  rw [deriv_radial]
  simp [radial, h]

/-- The radial equation on `r > 0` holds iff `P'' - 2 r P' + (2E - 1) P` is the zero
polynomial. -/
theorem solves_iff (E : ℝ) (P : ℝ[X]) : Solves E P ↔ hermiteOp E P = 0 := by
  have key : ∀ r : ℝ,
      -(deriv (deriv (radial P)) r) / 2 + r ^ 2 * radial P r / 2 - E * radial P r
        = -(1 / 2) * (eval r (hermiteOp E P) * Real.exp (-r ^ 2 / 2)) := by
    intro r
    rw [deriv_radial, deriv_radial]
    simp only [radial, hermiteOp, derivative_sub, derivative_mul, derivative_X, eval_sub,
      eval_add, eval_mul, eval_X, eval_C, eval_one]
    ring
  constructor
  · intro h
    -- a polynomial vanishing on the half line is zero
    apply eq_zero_of_infinite_isRoot
    refine (Set.Ioi_infinite (0 : ℝ)).mono fun r hr => ?_
    have h1 := h r hr
    have h2 := key r
    have h3 : eval r (hermiteOp E P) * Real.exp (-r ^ 2 / 2) = 0 := by linarith
    exact (mul_eq_zero.mp h3).resolve_right (Real.exp_ne_zero _)
  · intro h r _
    have h2 := key r
    rw [h, eval_zero, zero_mul, mul_zero] at h2
    linarith

/-- The coefficients of a polynomial solution obey
`(k+1)(k+2) c_(k+2) = (2k + 1 - 2E) c_k`. -/
theorem recurrence {E : ℝ} {P : ℝ[X]} (h : hermiteOp E P = 0) (k : ℕ) :
    P.coeff (k + 2) * (((k : ℝ) + 1) * (k + 2)) = (2 * k + 1 - 2 * E) * P.coeff k := by
  have hX : (X * derivative P).coeff k = P.coeff k * k := by
    cases k <;> simp [coeff_X_mul, coeff_derivative]
  have e : k + 1 + 1 = k + 2 := rfl
  have hk := congrArg (fun q : ℝ[X] => q.coeff k) h
  simp only [hermiteOp, coeff_add, coeff_sub, coeff_C_mul, hX, coeff_derivative,
    coeff_zero, e] at hk
  push_cast at hk
  linear_combination hk

/-- A nonzero polynomial solution of degree `N` has `E = N + 1/2`; `N` is even if `c₁ = 0`
and odd if `c₀ = 0`. -/
theorem degree_rule {E : ℝ} {P : ℝ[X]} (hP : P ≠ 0) (h : hermiteOp E P = 0) :
    E = P.natDegree + 1 / 2 ∧ (P.coeff 1 = 0 → Even P.natDegree) ∧
      (P.coeff 0 = 0 → Odd P.natDegree) := by
  have hN : P.coeff P.natDegree ≠ 0 := leadingCoeff_ne_zero.mpr hP
  -- a zero coefficient propagates upward in steps of two
  have prop : ∀ j, P.coeff j = 0 → ∀ k, P.coeff (j + 2 * k) = 0 := by
    intro j hj k
    induction k with
    | zero => simpa using hj
    | succ k ih =>
      have r := recurrence h (j + 2 * k)
      rw [ih, mul_zero] at r
      rw [show j + 2 * (k + 1) = j + 2 * k + 2 by ring]
      exact (mul_eq_zero.mp r).resolve_right (by positivity)
  refine ⟨?_, fun h1 => ?_, fun h0 => ?_⟩
  · -- termination of the series
    have r := recurrence h P.natDegree
    rw [coeff_eq_zero_of_natDegree_lt (show P.natDegree < P.natDegree + 2 by omega),
      zero_mul] at r
    have := (mul_eq_zero.mp r.symm).resolve_right hN
    linarith
  · by_contra hne
    obtain ⟨k, hk⟩ := Nat.not_even_iff_odd.mp hne
    apply hN
    rw [show P.natDegree = 1 + 2 * k by omega]
    exact prop 1 h1 k
  · by_contra hne
    obtain ⟨k, hk⟩ := Nat.not_odd_iff_even.mp hne
    apply hN
    rw [show P.natDegree = 0 + 2 * k by omega]
    exact prop 0 h0 k

/-- The raising map takes a solution at energy `E` to one at `E + 1` and sends
`(c₀, c₁)` to `(c₁, -(2E + 1) c₀)`. -/
theorem raise_step {E : ℝ} {P : ℝ[X]} (h : hermiteOp E P = 0) :
    hermiteOp (E + 1) (raise P) = 0 ∧ (raise P).coeff 0 = P.coeff 1 ∧
      (raise P).coeff 1 = -(2 * E + 1) * P.coeff 0 := by
  have hC : (C (2 * (E + 1) - 1) : ℝ[X]) = C (2 * E - 1) + C 2 := by
    rw [← C_add]
    congr 1
    ring
  -- intertwining relation
  have comm : hermiteOp (E + 1) (raise P) = raise (hermiteOp E P) := by
    unfold hermiteOp raise
    rw [hC]
    simp only [derivative_sub, derivative_add, derivative_mul, derivative_C, derivative_X,
      zero_mul, one_mul, zero_add]
    ring
  have r : P.coeff 2 * 2 = (1 - 2 * E) * P.coeff 0 := by
    have := recurrence h 0
    simp only [zero_add, Nat.cast_zero] at this
    linear_combination this
  have d : (derivative P).coeff 1 = P.coeff 2 * 2 := by
    rw [coeff_derivative]
    norm_num
  have x : (X * P).coeff 1 = P.coeff 0 := coeff_X_mul P 0
  refine ⟨by rw [comm, h]; simp [raise], by simp [raise, coeff_derivative], ?_⟩
  rw [raise, coeff_sub, coeff_C_mul, d, x]
  linear_combination r

/-- At every `E = 2n + 1/2` there is a polynomial solution with `c₀ ≠ 0` and `c₁ = 0`. -/
theorem even_ladder (n : ℕ) :
    ∃ P : ℝ[X], hermiteOp (2 * n + 1 / 2) P = 0 ∧ P.coeff 0 ≠ 0 ∧ P.coeff 1 = 0 := by
  induction n with
  | zero =>
    have h0 : hermiteOp (1 / 2) 1 = 0 := by
      unfold hermiteOp
      rw [show (2 : ℝ) * (1 / 2) - 1 = 0 by norm_num]
      simp
    exact ⟨1, by simpa using h0, by simp, by simp [coeff_one]⟩
  | succ n ih =>
    obtain ⟨P, h, h0, h1⟩ := ih
    have s1 := raise_step h
    have s2 := raise_step s1.1
    refine ⟨raise (raise P), ?_, ?_, ?_⟩
    · rw [show (2 : ℝ) * ((n + 1 : ℕ) : ℝ) + 1 / 2 = 2 * n + 1 / 2 + 1 + 1 by
        push_cast; ring]
      exact s2.1
    · rw [s2.2.1, s1.2.2]
      exact mul_ne_zero (neg_ne_zero.mpr (by positivity)) h0
    · rw [s2.2.2, s1.2.1, h1, mul_zero]

/-- Unitarity: a nonzero polynomial `P` with `u = P exp(-r²/2)` solving the trap equation
and `u'(0) = 0` exists iff `E = 2n + 1/2` for a natural `n`. -/
theorem unitary_spectrum (E : ℝ) :
    (∃ P : ℝ[X], P ≠ 0 ∧ Solves E P ∧ deriv (radial P) 0 = 0) ↔
      ∃ n : ℕ, E = 2 * n + 1 / 2 := by
  constructor
  · rintro ⟨P, hP, h, hb⟩
    obtain ⟨hE, he, _⟩ := degree_rule hP ((solves_iff E P).mp h)
    obtain ⟨n, hn⟩ := he ((boundary_values P).2.symm.trans hb)
    exact ⟨n, by rw [hE, hn]; push_cast; ring⟩
  · rintro ⟨n, rfl⟩
    obtain ⟨P, h, h0, h1⟩ := even_ladder n
    refine ⟨P, fun hz => h0 ?_, (solves_iff _ P).mpr h, (boundary_values P).2.trans h1⟩
    rw [hz, coeff_zero]

/-- No interaction: a nonzero polynomial `P` with `u = P exp(-r²/2)` solving the trap
equation and `u(0) = 0` exists iff `E = 2n + 3/2` for a natural `n`. -/
theorem free_spectrum (E : ℝ) :
    (∃ P : ℝ[X], P ≠ 0 ∧ Solves E P ∧ radial P 0 = 0) ↔ ∃ n : ℕ, E = 2 * n + 3 / 2 := by
  constructor
  · rintro ⟨P, hP, h, hb⟩
    obtain ⟨hE, _, ho⟩ := degree_rule hP ((solves_iff E P).mp h)
    obtain ⟨n, hn⟩ := ho ((boundary_values P).1.symm.trans hb)
    exact ⟨n, by rw [hE, hn]; push_cast; ring⟩
  · rintro ⟨n, rfl⟩
    obtain ⟨P, h, h0, h1⟩ := even_ladder n
    have s := raise_step h
    have hne : (raise P).coeff 1 ≠ 0 := by
      rw [s.2.2]
      exact mul_ne_zero (neg_ne_zero.mpr (by positivity)) h0
    refine ⟨raise P, fun hz => hne ?_, (solves_iff _ _).mpr ?_,
      (boundary_values _).1.trans (s.2.1.trans h1)⟩
    · rw [hz, coeff_zero]
    · rw [show (2 : ℝ) * n + 3 / 2 = 2 * n + 1 / 2 + 1 by ring]
      exact s.1

/-- For a finite nonzero scattering length `a`, a solution `u = P exp(-r²/2)` of the trap
equation with `u'(0) = -u(0)/a` has `P = 0`. -/
theorem finite_scattering_length {a E : ℝ} (ha : a ≠ 0) {P : ℝ[X]} (hs : Solves E P)
    (hb : deriv (radial P) 0 = -radial P 0 / a) : P = 0 := by
  by_contra hP
  have h := (solves_iff E P).mp hs
  obtain ⟨hE, he, ho⟩ := degree_rule hP h
  rw [(boundary_values P).1, (boundary_values P).2, eq_div_iff ha] at hb
  -- a nonzero coefficient of the wrong parity would never terminate
  have nz : ∀ j k, (j + P.natDegree) % 2 = 1 → P.coeff j ≠ 0 →
      P.coeff (j + 2 * k) ≠ 0 := by
    intro j k hj hc
    induction k with
    | zero => simpa using hc
    | succ k ih =>
      intro h0
      rw [show j + 2 * (k + 1) = j + 2 * k + 2 by ring] at h0
      have r := recurrence h (j + 2 * k)
      rw [h0, zero_mul] at r
      have r2 := (mul_eq_zero.mp r.symm).resolve_right ih
      have r3 : ((j + 2 * k : ℕ) : ℝ) = P.natDegree := by linarith
      have r4 : j + 2 * k = P.natDegree := by exact_mod_cast r3
      omega
  have z : ∀ j, (j + P.natDegree) % 2 = 1 → P.coeff j = 0 := by
    intro j hj
    by_contra hc
    exact nz j (P.natDegree + 1) hj hc (coeff_eq_zero_of_natDegree_lt (by omega))
  rcases Nat.mod_two_eq_zero_or_one P.natDegree with hN | hN
  · have h1 := z 1 (by omega)
    rw [h1, zero_mul] at hb
    obtain ⟨k, hk⟩ := ho (by linarith)
    omega
  · have h0 := z 0 (by omega)
    rw [h0, neg_zero] at hb
    obtain ⟨k, hk⟩ := he ((mul_eq_zero.mp hb).resolve_right ha)
    omega

end

end UnitaryTrap
```

```lean
#print axioms UnitaryTrap.unitary_spectrum
#print axioms UnitaryTrap.free_spectrum
#print axioms UnitaryTrap.finite_scattering_length
```

```
'UnitaryTrap.unitary_spectrum' depends on axioms: [propext, Classical.choice, Quot.sound]
'UnitaryTrap.free_spectrum' depends on axioms: [propext, Classical.choice, Quot.sound]
'UnitaryTrap.finite_scattering_length' depends on axioms: [propext, Classical.choice, Quot.sound]
```

### Remarks

**The proof against the derivation.** `hermiteOp E P` is $L_E P$ and `raise P` is $RP$. `deriv_radial` is the formula for $u'$, and `boundary_values` evaluates $u$ and $u'$ at $0$. In `solves_iff`, `key` is the identity with $-\tfrac12(L_EP)g$, and `eq_zero_of_infinite_isRoot` with `Set.Ioi_infinite` is the argument from infinitely many roots. `recurrence` extracts the coefficient of $r^k$ by `congrArg`; the case split in `hX` treats $k = 0$, where $rP'$ has no constant term. In `degree_rule`, `prop` propagates a zero coefficient upward by induction, the first goal is the termination at $k = N$, and the two parity claims are proved by contradiction with $c_N \ne 0$. In `raise_step`, `comm` is $L_{E+1}R = R L_E$, which holds for every $P$ and is closed by `ring`, while `r` is $2c_2 = (1 - 2E)c_0$. `even_ladder` is the induction with `raise (raise P)`, where `positivity` gives $2E + 1 \neq 0$. The two spectrum theorems combine `degree_rule` for the forward direction with `even_ladder` for the converse, and `free_spectrum` raises once more. In `finite_scattering_length`, `nz` is the non-terminating chain, `z` stops it at $m = N + 1$, and the final `rcases` splits on the parity of $N$.

**Smallest cases.** The ladder starts with $P = 1$ ($E = \tfrac12$), $R1 = -2r$ ($E = \tfrac32$) and $R^2 1 = 4r^2 - 2$ ($E = \tfrac52$); the $N$-th member is $(-1)^N H_N$, with $H_N$ the physicists' Hermite polynomial. The file works with unnormalised $P$. With $\int_0^\infty u^2\,dr = 1$ the three states are, up to sign, $\sqrt2\,\pi^{-1/4} g$, $2\pi^{-1/4}\, r g$ and $\pi^{-1/4}(2r^2 - 1)\,g$. At unitarity the lowest $\psi = u/r$ diverges as $1/r$ at the origin and lies one unit of $\hbar\omega$ below the lowest non-interacting level. The Hermite identification and the normalisation integrals were done on paper, and the file has no theorem about them.

**A reusable technique.** `deriv_radial` is stated as an equality of functions whose right side is again `radial` of a polynomial. The second derivative then costs only `rw [deriv_radial, deriv_radial]`, with no further differentiability argument. The lemma itself builds a `HasDerivAt` term from library rules and brings the derivative value into the wanted shape with `congr_deriv`. The pattern suits any family of functions that is closed under differentiation.

**Another model.** One could let $u$ be any twice differentiable, square-integrable function on $r > 0$, with $u(0)$ and $u'(0)$ taken as limits from the right. The converse directions would then need integrability of $P^2 e^{-r^2}$. The forward directions would call for analysis that the polynomial ansatz avoids; one route is to show that every solution is given by a power series times the Gaussian and that a non-terminating series of one parity grows too fast to be square-integrable. The third theorem would not carry over: at finite nonzero $a$ the decaying solutions mix both parities with a non-polynomial prefactor, and the levels would be fixed by a transcendental equation in $E$.
